# The four-arm star and the four-ring with an isolated site share their Hückel spectrum but not their bonding

A program that removes duplicates from a list of Hückel structures, all with the same on-site energy and the same hopping, can compare characteristic polynomials first, since structures with different polynomials are different. When two polynomials agree, it still has to compare the bonding patterns before it discards an entry. The two five-site systems below show that this second comparison is needed.

## Two bonding patterns on five sites

In the Hückel model each site carries one orbital, and the orbitals are taken as orthonormal. The on-site energy $\alpha$ is the energy of an electron confined to one site. The hopping $\beta$ is the matrix element between the orbitals of two bonded sites. If $A$ is the adjacency matrix, with entry 1 for each bonded pair and 0 elsewhere, the Hamiltonian is

$$H = \alpha\,\mathbf 1 + \beta A .$$

In the star, site 0 is bonded to each of the sites 1, 2, 3, 4. In the second system, sites 0, 1, 2, 3 form a ring in that order and site 4 has no bonds. Both have four bonds. Write $H_\text{star}$ and $H_\text{ring}$ for the Hamiltonians, and $A_\text{star}$ and $A_\text{ring}$ for the adjacency matrices.

For all real $\alpha$ and $\beta$, both characteristic polynomials are

$$(x-\alpha)^5 - 4\beta^2 (x-\alpha)^3 ,$$

so the levels are $\alpha$ three times and $\alpha \pm 2\beta$. If $\beta \neq 0$, no relabelling of sites turns one Hamiltonian into the other. For $\alpha=0$, $\beta=1$ the common polynomial is $x^5-4x^3$. In this non-interacting model, orbital energies alone therefore cannot always identify the bonding pattern.

## The secular determinants

Put $t = x-\alpha$. The matrix $x\mathbf 1 - H$ has $t$ on the diagonal and $-\beta$ at each bond. Expand its determinant as a signed sum over permutations.

For the star, the identity permutation gives $t^5$. If a permutation moves an arm site and its term is nonzero, it must send that arm to site 0, because the arm's row has no other nonzero off-diagonal entry. Only one arm can be sent there, so the permutation swaps that arm with site 0. Each of the four swaps contributes $-\beta^2t^3$, and the total is $t^5-4\beta^2t^3$.

For the second system, the isolated site gives a factor $t$. In the ring,

- the identity gives $t^4$;
- the four swaps along single bonds give $-4\beta^2t^2$;
- the two pairs of disjoint swaps give $+2\beta^4$;
- the two cyclic permutations around the ring, which are odd, give $-2\beta^4$.

The last two contributions cancel. Multiplying by $t$ again gives $t^5-4\beta^2t^3$.

## The isolated site rules out a relabelling

Let $\sigma$ be a permutation of the sites, and let $P_{ij}=1$ if $\sigma(i)=j$ and $0$ otherwise. Then

$$(PHP^{\mathsf T})_{ij}=\sum_{k,l}P_{ik}H_{kl}P_{jl}=H_{\sigma(i)\sigma(j)} .$$

Suppose $PH_\text{star}P^{\mathsf T}=H_\text{ring}$. The star site $\sigma(4)$ has a neighbour $b$, as every star site does. Put $j=\sigma^{-1}(b)$. Since $b\neq\sigma(4)$, we have $j\neq4$. The $(4,j)$ entry on the left is $\beta$; on the right it is $0$, because site 4 is isolated. Hence $\beta=0$, which contradicts the assumption.

## A change of orbitals that does connect them

Let $a=1/\sqrt2$, and take as new orbitals the columns of a matrix $U$, written in the site basis of the star:

$$\begin{aligned}
u_0&=(a,\tfrac12,-\tfrac12,0,0), & u_1&=(0,a,a,0,0),\\
u_2&=(a,-\tfrac12,\tfrac12,0,0), & u_3&=(0,0,0,a,a),\\
u_4&=(0,0,0,a,-a).
\end{aligned}$$

Each has norm one and different columns are orthogonal, so $U^{\mathsf T}U=\mathbf 1$. The star's adjacency matrix puts the sum of the arm amplitudes on site 0 and the amplitude of site 0 on every arm. Therefore

$$\begin{aligned}
A_\text{star}u_0=A_\text{star}u_2&=(0,a,a,a,a)=u_1+u_3,\\
A_\text{star}u_1=A_\text{star}u_3&=(2a,0,0,0,0)=u_0+u_2,\\
A_\text{star}u_4&=0 .
\end{aligned}$$

These are the bonds of the ring and the isolated site, so $A_\text{star}U=UA_\text{ring}$. Adding the on-site term gives $U^{\mathsf T}H_\text{star}U=H_\text{ring}$.

It follows that $H_\text{star}^k=UH_\text{ring}^kU^{\mathsf T}$ for every $k\ge0$. By cyclicity of the trace, $\operatorname{tr}H_\text{star}^k=\operatorname{tr}H_\text{ring}^k$, so the spectral moments do not distinguish the structures either.

## How the Lean statements express the model

Sites are elements of `Fin 5`, numbered from 0 as above. `starAdj` and `ringAdj` are the two adjacency matrices, and `hueckel α β A` is $\alpha\mathbf 1+\beta A$ with real parameters. A relabelling is an element `σ` of `Equiv.Perm (Fin 5)`, and `relabel σ` is the matrix $P$. The polynomial `charpoly` is $\det(x\mathbf 1-H)$, with `X` for the variable and `C` turning a real number into a constant polynomial.

The theorem `cospectral_not_relabelling` states equality of the characteristic polynomials together with the failure of every relabelling. Its hypothesis `hβ : β ≠ 0` says that the bonds actually couple the orbitals; at $\beta=0$ both Hamiltonians are $\alpha\mathbf 1$. The sign of $\beta$ is free. `spectrum_does_not_determine_structure` is the case of bare adjacency matrices. `orthogonal_equivalence` and `moments_agree` need no condition on $\beta$.

The model has equal on-site energies, including that of the isolated site, one hopping for all bonds, no overlap between different orbitals and no electron interaction. One of the two structures is disconnected, so the example does not concern a pair of connected molecules. The star is also not the π system of a planar conjugated hydrocarbon, because each carbon atom there has at most three bonded neighbours, while site 0 has four.

## The complete Lean file

```lean
import Mathlib

open Matrix Polynomial

namespace CospectralHueckel

noncomputable section

/-- Adjacency matrix of the star: site 0 is bonded to each of the sites 1, 2, 3, 4. -/
def starAdj : Matrix (Fin 5) (Fin 5) ℝ :=
  !![0, 1, 1, 1, 1;
     1, 0, 0, 0, 0;
     1, 0, 0, 0, 0;
     1, 0, 0, 0, 0;
     1, 0, 0, 0, 0]

/-- Adjacency matrix of the four-ring 0-1-2-3-0 together with the isolated site 4. -/
def ringAdj : Matrix (Fin 5) (Fin 5) ℝ :=
  !![0, 1, 0, 1, 0;
     1, 0, 1, 0, 0;
     0, 1, 0, 1, 0;
     1, 0, 1, 0, 0;
     0, 0, 0, 0, 0]

/-- Hückel Hamiltonian with on-site energy `α` and hopping `β` on the bonds of `A`. -/
def hueckel (α β : ℝ) (A : Matrix (Fin 5) (Fin 5) ℝ) : Matrix (Fin 5) (Fin 5) ℝ :=
  α • (1 : Matrix (Fin 5) (Fin 5) ℝ) + β • A

/-- The permutation matrix that relabels the sites by `σ`. -/
def relabel (σ : Equiv.Perm (Fin 5)) : Matrix (Fin 5) (Fin 5) ℝ :=
  Matrix.of fun i j => if σ i = j then 1 else 0

/-- The secular determinant of the star, with diagonal entry `t` and bond entry `b`. -/
theorem det_star {R : Type*} [CommRing R] (t b : R) :
    Matrix.det !![t, b, b, b, b;
                  b, t, 0, 0, 0;
                  b, 0, t, 0, 0;
                  b, 0, 0, t, 0;
                  b, 0, 0, 0, t] = t ^ 5 - 4 * b ^ 2 * t ^ 3 := by
  simp [Matrix.det_succ_row_zero, Fin.sum_univ_succ, Fin.succAbove]
  ring

/-- The secular determinant of the four-ring plus an isolated site, with diagonal entry `t`
and bond entry `b`. -/
theorem det_ring {R : Type*} [CommRing R] (t b : R) :
    Matrix.det !![t, b, 0, b, 0;
                  b, t, b, 0, 0;
                  0, b, t, b, 0;
                  b, 0, b, t, 0;
                  0, 0, 0, 0, t] = t ^ 5 - 4 * b ^ 2 * t ^ 3 := by
  simp [Matrix.det_succ_row_zero, Fin.sum_univ_succ, Fin.succAbove]
  ring

/-- The characteristic polynomials of the two Hückel Hamiltonians are both
`(x - α)^5 - 4 β² (x - α)^3`. -/
theorem charpoly_hueckel (α β : ℝ) :
    (hueckel α β starAdj).charpoly = (X - C α) ^ 5 - 4 * C β ^ 2 * (X - C α) ^ 3 ∧
    (hueckel α β ringAdj).charpoly = (X - C α) ^ 5 - 4 * C β ^ 2 * (X - C α) ^ 3 := by
  constructor
  · have h : (hueckel α β starAdj).charmatrix =
        !![X - C α, -C β, -C β, -C β, -C β;
           -C β, X - C α, 0, 0, 0;
           -C β, 0, X - C α, 0, 0;
           -C β, 0, 0, X - C α, 0;
           -C β, 0, 0, 0, X - C α] := by
      refine Matrix.ext fun i j => ?_
      fin_cases i <;> fin_cases j <;>
        simp [hueckel, starAdj]
    rw [Matrix.charpoly, h, det_star]
    ring
  · have h : (hueckel α β ringAdj).charmatrix =
        !![X - C α, -C β, 0, -C β, 0;
           -C β, X - C α, -C β, 0, 0;
           0, -C β, X - C α, -C β, 0;
           -C β, 0, -C β, X - C α, 0;
           0, 0, 0, 0, X - C α] := by
      refine Matrix.ext fun i j => ?_
      fin_cases i <;> fin_cases j <;>
        simp [hueckel, ringAdj]
    rw [Matrix.charpoly, h, det_ring]
    ring

/-- Conjugation by a permutation matrix renames the site indices of a Hamiltonian. -/
theorem relabel_conj_apply (σ : Equiv.Perm (Fin 5)) (H : Matrix (Fin 5) (Fin 5) ℝ)
    (i j : Fin 5) : (relabel σ * H * (relabel σ)ᵀ) i j = H (σ i) (σ j) := by
  simp [relabel, Matrix.mul_apply]

/-- Every site of the star is bonded to some other site. -/
theorem star_has_neighbour (a : Fin 5) : ∃ b, a ≠ b ∧ starAdj a b = 1 := by
  fin_cases a
  · exact ⟨1, by decide, by simp [starAdj]⟩
  all_goals exact ⟨0, by decide, by simp [starAdj]⟩

/-- For nonzero hopping, the Hückel Hamiltonians of the star and of the four-ring plus an
isolated site have the same characteristic polynomial, yet no permutation of sites conjugates
one to the other. -/
theorem cospectral_not_relabelling (α β : ℝ) (hβ : β ≠ 0) :
    (hueckel α β starAdj).charpoly = (hueckel α β ringAdj).charpoly ∧
    ∀ σ : Equiv.Perm (Fin 5),
      relabel σ * hueckel α β starAdj * (relabel σ)ᵀ ≠ hueckel α β ringAdj := by
  refine ⟨(charpoly_hueckel α β).1.trans (charpoly_hueckel α β).2.symm, fun σ h => hβ ?_⟩
  -- the star site that takes the place of the isolated site has a neighbour `b`
  obtain ⟨b, hne, hb⟩ := star_has_neighbour (σ 4)
  have hj : (4 : Fin 5) ≠ σ.symm b := fun e => hne (by rw [e, Equiv.apply_symm_apply])
  have hzero : ∀ j, ringAdj 4 j = 0 := by
    intro j
    fin_cases j <;> simp [ringAdj]
  -- compare the matrix elements for this bond
  have e := relabel_conj_apply σ (hueckel α β starAdj) 4 (σ.symm b)
  rw [h, Equiv.apply_symm_apply] at e
  simp only [hueckel, Matrix.add_apply, Matrix.smul_apply, Matrix.one_apply_ne hne,
    Matrix.one_apply_ne hj, hb, hzero, smul_eq_mul] at e
  linarith

/-- The adjacency matrices of the star and of the four-ring plus an isolated site both have
characteristic polynomial `x^5 - 4x^3`, and no permutation of sites conjugates one to the
other. -/
theorem spectrum_does_not_determine_structure :
    starAdj.charpoly = X ^ 5 - 4 * X ^ 3 ∧ ringAdj.charpoly = X ^ 5 - 4 * X ^ 3 ∧
    ∀ σ : Equiv.Perm (Fin 5), relabel σ * starAdj * (relabel σ)ᵀ ≠ ringAdj := by
  have h1 := charpoly_hueckel 0 1
  have h2 := (cospectral_not_relabelling 0 1 one_ne_zero).2
  have hA : ∀ A, hueckel 0 1 A = A := fun A => by simp [hueckel]
  simp only [hA] at h1 h2
  exact ⟨by simpa using h1.1, by simpa using h1.2, h2⟩

/-- The amplitude `1/√2`, written as `√2/2`. -/
def amp : ℝ := √2 / 2

/-- A real mixing of the five site orbitals; its columns are the new orbitals. -/
def mixing : Matrix (Fin 5) (Fin 5) ℝ :=
  !![amp, 0, amp, 0, 0;
     1 / 2, amp, -1 / 2, 0, 0;
     -1 / 2, amp, 1 / 2, 0, 0;
     0, 0, 0, amp, amp;
     0, 0, 0, amp, -amp]

/-- The mixing matrix is orthogonal, and it carries the Hückel Hamiltonian of the star into that
of the four-ring plus an isolated site. -/
theorem orthogonal_equivalence (α β : ℝ) :
    mixingᵀ * mixing = 1 ∧
    mixingᵀ * hueckel α β starAdj * mixing = hueckel α β ringAdj := by
  have hs : amp * amp = 1 / 2 := by
    have h2 : √2 * √2 = (2 : ℝ) := Real.mul_self_sqrt (by norm_num)
    unfold amp
    linarith
  have hU : mixingᵀ * mixing = 1 := by
    refine Matrix.ext fun i j => ?_
    fin_cases i <;> fin_cases j <;>
      simp [mixing, Matrix.mul_apply, Fin.sum_univ_succ] <;> linarith [hs]
  -- the mixing intertwines the two bond patterns
  have hA : starAdj * mixing = mixing * ringAdj := by
    refine Matrix.ext fun i j => ?_
    fin_cases i <;> fin_cases j <;>
      simp [mixing, starAdj, ringAdj, Matrix.mul_apply, Fin.sum_univ_succ] <;> ring
  have hH : hueckel α β starAdj * mixing = mixing * hueckel α β ringAdj := by
    simp only [hueckel, Matrix.mul_add, Matrix.add_mul, Matrix.mul_smul, Matrix.smul_mul,
      Matrix.mul_one, Matrix.one_mul, hA]
  exact ⟨hU, by rw [Matrix.mul_assoc, hH, ← Matrix.mul_assoc, hU, Matrix.one_mul]⟩

/-- All spectral moments `tr H^k` of the two Hückel Hamiltonians agree. -/
theorem moments_agree (α β : ℝ) (k : ℕ) :
    (hueckel α β starAdj ^ k).trace = (hueckel α β ringAdj ^ k).trace := by
  obtain ⟨hU, hH⟩ := orthogonal_equivalence α β
  have hU' : mixing * mixingᵀ = 1 := mul_eq_one_comm.mp hU
  have hs : SemiconjBy mixing (hueckel α β ringAdj) (hueckel α β starAdj) := by
    change mixing * hueckel α β ringAdj = hueckel α β starAdj * mixing
    rw [← hH, ← Matrix.mul_assoc, ← Matrix.mul_assoc, hU', Matrix.one_mul]
  have hk : mixing * hueckel α β ringAdj ^ k = hueckel α β starAdj ^ k * mixing :=
    (hs.pow_right k).eq
  -- cyclicity of the trace removes the orthogonal matrix
  calc (hueckel α β starAdj ^ k).trace
      = (hueckel α β starAdj ^ k * mixing * mixingᵀ).trace := by
        rw [Matrix.mul_assoc, hU', Matrix.mul_one]
    _ = (mixingᵀ * (mixing * hueckel α β ringAdj ^ k)).trace := by
        rw [← hk, Matrix.trace_mul_comm]
    _ = (hueckel α β ringAdj ^ k).trace := by
        rw [← Matrix.mul_assoc, hU, Matrix.one_mul]

end

end CospectralHueckel
```

```lean
#print axioms CospectralHueckel.spectrum_does_not_determine_structure
#print axioms CospectralHueckel.moments_agree
```

```
'CospectralHueckel.spectrum_does_not_determine_structure' depends on axioms: [propext, Classical.choice, Quot.sound]
'CospectralHueckel.moments_agree' depends on axioms: [propext, Classical.choice, Quot.sound]
```

## From the determinants to the moments in Lean

`det_star` and `det_ring` evaluate the determinants for a diagonal entry `t` and a bond entry `b` in any commutative ring. They expand repeatedly along the first row, where the derivation above sorts permutations, and `ring` collects the terms. This generality lets `charpoly_hueckel` use polynomials as entries: it checks the characteristic matrix entry by entry, then substitutes `X - C α` for `t` and `-C β` for `b`.

`relabel_conj_apply` is the index formula for $PHP^{\mathsf T}$. `star_has_neighbour` supplies site 1 as a neighbour of the centre and site 0 as a neighbour of each arm. In `cospectral_not_relabelling`, `star_has_neighbour` is applied to the site `σ 4`, and `relabel_conj_apply` to the entry with indices `4` and `σ.symm b`. The inequalities `hne` and `hj` remove the on-site terms, `hzero` removes the ring's hopping term, and `linarith` reads off $\beta=0$. The adjacency theorem follows by setting $\alpha=0$ and $\beta=1$.

In `orthogonal_equivalence`, `mixing` is $U$ and `amp` is $a$. The step `hs` proves $a^2=1/2$, `hU` checks orthonormality, and `hA` checks the action on the columns. `hH` extends that relation to the Hamiltonians, and multiplication by $U^{\mathsf T}$ finishes the proof.

For `moments_agree`, the relation $UH_\text{ring}=H_\text{star}U$ is stated as `SemiconjBy`, whose lemma `pow_right` carries it to the $k$-th power. The `calc` block then inserts $UU^{\mathsf T}=\mathbf 1$, cycles the trace and removes $U^{\mathsf T}U$.

## Larger stars with the same property

The isolated-site argument also covers a family of which the file treats the smallest member. Take integers $p,q\ge2$ and two groups of $p$ and $q$ sites, with every site of one group bonded to every site of the other. Add $(p-1)(q-1)$ isolated sites, and compare with the star of $pq$ arms. Both systems have $pq+1$ sites.

In the two-group system, the adjacency matrix annihilates vectors whose amplitudes sum to zero within each group, and it couples the two normalised uniform vectors with strength $\sqrt{pq}$. The star is the same construction with groups of 1 and $pq$ sites. Both systems therefore have the levels $\alpha\pm\sqrt{pq}\,\beta$ and otherwise only $\alpha$. For $\beta\ne0$ no relabelling connects them, since only one has an isolated site. The case $p=q=2$ is the pair above.
